# Fejér damping keeps Chebyshev-expanded occupations between 0 and 1

When I build a density matrix by Fermi operator expansion, I multiply the $n$-th Chebyshev coefficient of the occupation function by $1-n/N$ before summing the $N$ terms. Without these factors, a sharp step at the chemical potential can give some states occupations below 0 or above 1. With them, I have never seen that happen. But the factors shrink every nonzero coefficient after the zeroth, and a straight line down to zero looks arbitrary. Are the bounds guaranteed for every $N$, even for a zero-temperature step, or have I been lucky?

## The damped expansion is an average with nonnegative weight

They are guaranteed, provided that the scaled energies lie in $[-1,1]$ and the coefficients are the exact integrals. The linear factors turn the cosine kernel behind the expansion into a squared modulus divided by $N$.

Let $S_N(t)=\sum_{k<N}e^{ikt}$ for real $t$. Adding one more phase gives

$$|S_{N+1}|^2=|S_N|^2+1+2\sum_{k<N}\cos((N-k)t)=|S_N|^2+1+2\sum_{n=1}^{N}\cos(nt).$$

Starting from $S_0=0$, each step raises the multiplicity of every existing phase difference by one and adds the new difference $n=N$ once. By induction,

$$|S_N|^2=N+2\sum_{1\le n<N}(N-n)\cos(nt).$$

For $N\ge1$, division by $N$ gives

$$F_N(t)=1+2\sum_{1\le n<N}\Bigl(1-\frac nN\Bigr)\cos(nt)=\frac{|S_N(t)|^2}{N}\ge0.$$

The Chebyshev polynomials satisfy $T_n(\cos a)=\cos(na)$. Define the damped kernel in two energies $x,y$ by

$$K_N(x,y)=1+2\sum_{1\le n<N}\Bigl(1-\frac nN\Bigr)T_n(x)T_n(y).$$

Since $2\cos(na)\cos(nb)=\cos(n(a-b))+\cos(n(a+b))$,

$$K_N(\cos a,\cos b)=\tfrac12\bigl[F_N(a-b)+F_N(a+b)\bigr]\ge0.$$

Every energy in $[-1,1]$ is a cosine, so $K_N\ge0$ on the whole square.

Now let $f$ be the occupation function, with coefficients $\mu_n=\frac1\pi\int_0^\pi f(\cos\theta)\cos(n\theta)\,d\theta$. Exchanging the finite sum and the integral gives

$$f_N(x)=\mu_0+2\sum_{1\le n<N}\Bigl(1-\frac nN\Bigr)\mu_nT_n(x)=\frac1\pi\int_0^\pi f(\cos\theta)\,K_N(x,\cos\theta)\,d\theta.$$

If $f\le g$ on $[-1,1]$, multiplying by $K_N\ge0$ and integrating gives $f_N\le g_N$ there. A constant $c$ has $\mu_0=c$ and $\mu_n=c\sin(n\pi)/(n\pi)=0$ for $n\ge1$, so it is reproduced exactly. Comparing $f$ with the constants 0 and 1 therefore keeps $f_N$ between 0 and 1.

Without damping, the cosine kernel at $t=\pi$ is $1+2\sum_{1\le n<N}(-1)^n$. For even $N$ the terms after the first cancel in pairs, which leaves $1-2=-1$.

## A mid-band step with two terms

Take $f=1$ for energies below 0 and $f=0$ otherwise. Then $\mu_0=\tfrac12$ and $\mu_1=\frac1\pi\int_{\pi/2}^{\pi}\cos\theta\,d\theta=-\frac1\pi$. For $N=2$, the undamped sum is $\tfrac12-\tfrac{2x}{\pi}$, which equals about $-0.137$ at $x=1$: a negative occupation. The damping factor is $\tfrac12$, so $f_2(x)=\tfrac12-\tfrac x\pi$, which runs from about 0.818 at $x=-1$ to 0.182 at $x=1$. The bounds hold, but the step is heavily smeared.

It is easy to mismatch the cutoff and the denominator. With the sum still ending at $n=N-1$ but factors $1-n/(N+1)$, the case $N=2$ gives the kernel $1+\tfrac43\cos t$, which is $-\tfrac13$ at $t=\pi$.

```lean
import Mathlib

open Finset (Ico range)

namespace FejerDamping

noncomputable section

/-- The Fejér-damped cosine kernel of order `N ≥ 1`, with damping factors `1 - n/N`. -/
def fejerKernel (N : ℕ) (t : ℝ) : ℝ :=
  1 + 2 * ∑ n ∈ Ico 1 N, (1 - (n : ℝ) / N) * Real.cos (n * t)

/-- The Fejér-damped Chebyshev kernel of order `N ≥ 1` in two energy variables. -/
def chebyshevKernel (N : ℕ) (x y : ℝ) : ℝ :=
  1 + 2 * ∑ n ∈ Ico 1 N, (1 - (n : ℝ) / N) *
    (Polynomial.Chebyshev.T ℝ (n : ℤ)).eval x * (Polynomial.Chebyshev.T ℝ (n : ℤ)).eval y

/-- The `n`-th Chebyshev moment of a function `f` of the scaled energy `cos θ`. -/
def moment (f : ℝ → ℝ) (n : ℕ) : ℝ :=
  1 / Real.pi * ∫ θ in (0 : ℝ)..Real.pi, f (Real.cos θ) * Real.cos (n * θ)

/-- The Fejér-damped Chebyshev expansion of `f`, of order `N ≥ 1`, at the scaled energy `x`. -/
def dampedExpansion (N : ℕ) (f : ℝ → ℝ) (x : ℝ) : ℝ :=
  moment f 0 + 2 * ∑ n ∈ Ico 1 N, (1 - (n : ℝ) / N) * moment f n *
    (Polynomial.Chebyshev.T ℝ (n : ℤ)).eval x

/-- The squared modulus of a sum of `N` equally spaced phases counts each phase difference
`n * t` with multiplicity `N - n`. -/
theorem norm_sq_phase_sum (N : ℕ) (t : ℝ) :
    ‖∑ k ∈ range N, Complex.exp (((k : ℝ) * t : ℝ) * Complex.I)‖ ^ 2
      = N + 2 * ∑ n ∈ Ico 1 N, ((N : ℝ) - n) * Real.cos (n * t) := by
  have key : (∑ k ∈ range N, Real.cos (k * t)) ^ 2 + (∑ k ∈ range N, Real.sin (k * t)) ^ 2
      = N + 2 * ∑ n ∈ Ico 1 N, ((N : ℝ) - n) * Real.cos (n * t) := by
    induction N with
    | zero => simp
    | succ N ih =>
      -- the new phase interferes with each of the old ones
      have hcross : (∑ k ∈ range N, Real.cos (k * t)) * Real.cos (N * t)
          + (∑ k ∈ range N, Real.sin (k * t)) * Real.sin (N * t)
          = ∑ n ∈ Ico 1 (N + 1), Real.cos (n * t) := by
        rw [Finset.sum_Ico_eq_sum_range, Nat.add_sub_cancel, Finset.sum_mul, Finset.sum_mul,
          ← Finset.sum_add_distrib]
        refine Eq.trans ?_
          (Finset.sum_range_reflect (fun j : ℕ => Real.cos (((1 + j : ℕ) : ℝ) * t)) N)
        refine Finset.sum_congr rfl fun k hk => ?_
        have hk' := Finset.mem_range.mp hk
        have h : 1 + (N - 1 - k) + k = N := by omega
        have h' : ((1 + (N - 1 - k) : ℕ) : ℝ) + (k : ℝ) = N := by
          rw [← Nat.cast_add, h]
        have h'' : (N : ℝ) - k = ((1 + (N - 1 - k) : ℕ) : ℝ) := sub_eq_of_eq_add h'.symm
        show _ = Real.cos (((1 + (N - 1 - k) : ℕ) : ℝ) * t)
        rw [← h'', sub_mul, Real.cos_sub]
        ring
      -- every multiplicity grows by one
      have htri : ∑ n ∈ Ico 1 (N + 1), (((N + 1 : ℕ) : ℝ) - n) * Real.cos (n * t)
          = ∑ n ∈ Ico 1 N, ((N : ℝ) - n) * Real.cos (n * t)
            + ∑ n ∈ Ico 1 (N + 1), Real.cos (n * t) := by
        have h0 : ∑ n ∈ Ico 1 (N + 1), ((N : ℝ) - n) * Real.cos (n * t)
            = ∑ n ∈ Ico 1 N, ((N : ℝ) - n) * Real.cos (n * t) := by
          rcases Nat.eq_zero_or_pos N with h | h
          · subst h
            simp
          · rw [Finset.sum_Ico_succ_top h, sub_self, zero_mul, add_zero]
        rw [← h0, ← Finset.sum_add_distrib]
        refine Finset.sum_congr rfl fun n _ => ?_
        push_cast
        ring
      rw [Finset.sum_range_succ, Finset.sum_range_succ, htri]
      push_cast
      linear_combination ih + 2 * hcross + Real.sin_sq_add_cos_sq (N * t)
  rw [← key, Complex.sq_norm, Complex.normSq_apply, Complex.re_sum, Complex.im_sum]
  simp only [Complex.exp_ofReal_mul_I_re, Complex.exp_ofReal_mul_I_im]
  ring

/-- Fejér's identity: for `N ≥ 1` the damped cosine kernel is the squared modulus of the sum
of the phases `exp (i k t)`, `k < N`, divided by `N`. -/
theorem fejerKernel_eq_norm_sq (N : ℕ) (hN : 1 ≤ N) (t : ℝ) :
    fejerKernel N t
      = ‖∑ k ∈ range N, Complex.exp (((k : ℝ) * t : ℝ) * Complex.I)‖ ^ 2 / N := by
  have hN0 : (N : ℝ) ≠ 0 := Nat.cast_ne_zero.mpr (by omega)
  have h : (∑ n ∈ Ico 1 N, (1 - (n : ℝ) / N) * Real.cos (n * t)) * N
      = ∑ n ∈ Ico 1 N, ((N : ℝ) - n) * Real.cos (n * t) := by
    rw [Finset.sum_mul]
    refine Finset.sum_congr rfl fun n _ => ?_
    have hn : (n : ℝ) / N * N = n := div_mul_cancel₀ _ hN0
    linear_combination (-Real.cos (n * t)) * hn
  rw [norm_sq_phase_sum, fejerKernel, eq_div_iff hN0]
  linear_combination 2 * h

/-- The Fejér-damped cosine kernel is nowhere negative. -/
theorem fejerKernel_nonneg (N : ℕ) (t : ℝ) : 0 ≤ fejerKernel N t := by
  rcases Nat.eq_zero_or_pos N with h | h
  · subst h
    simp [fejerKernel]
  · rw [fejerKernel_eq_norm_sq N h]
    positivity

/-- In angle variables the damped Chebyshev kernel is the mean of two Fejér kernels, taken at
the difference and at the sum of the angles. -/
theorem chebyshevKernel_cos (N : ℕ) (a b : ℝ) :
    chebyshevKernel N (Real.cos a) (Real.cos b)
      = (fejerKernel N (a - b) + fejerKernel N (a + b)) / 2 := by
  simp only [chebyshevKernel, fejerKernel, Polynomial.Chebyshev.T_real_cos, Int.cast_natCast]
  have h : (∑ n ∈ Ico 1 N, (1 - (n : ℝ) / N) * Real.cos (n * a) * Real.cos (n * b)) * 2
      = ∑ n ∈ Ico 1 N, (1 - (n : ℝ) / N) * Real.cos (n * (a - b))
        + ∑ n ∈ Ico 1 N, (1 - (n : ℝ) / N) * Real.cos (n * (a + b)) := by
    rw [← Finset.sum_add_distrib, Finset.sum_mul]
    refine Finset.sum_congr rfl fun n _ => ?_
    rw [mul_sub (n : ℝ) a b, mul_add (n : ℝ) a b, Real.cos_sub, Real.cos_add]
    ring
  linear_combination h

/-- The damped Chebyshev kernel is nonnegative for scaled energies in `[-1, 1]`. -/
theorem chebyshevKernel_nonneg (N : ℕ) {x y : ℝ} (hx : x ∈ Set.Icc (-1 : ℝ) 1)
    (hy : y ∈ Set.Icc (-1 : ℝ) 1) : 0 ≤ chebyshevKernel N x y := by
  rw [← Real.cos_arccos hx.1 hx.2, ← Real.cos_arccos hy.1 hy.2, chebyshevKernel_cos]
  exact div_nonneg (add_nonneg (fejerKernel_nonneg _ _) (fejerKernel_nonneg _ _)) two_pos.le

/-- For integrable `f (cos θ)`, the damped expansion is `1/π` times the integral over the angle `θ`,
from `0` to `π`, of `f (cos θ)` against the damped Chebyshev kernel. -/
theorem dampedExpansion_eq_integral (N : ℕ) (f : ℝ → ℝ) (x : ℝ)
    (hf : IntervalIntegrable (fun θ => f (Real.cos θ)) MeasureTheory.volume 0 Real.pi) :
    dampedExpansion N f x = 1 / Real.pi *
      ∫ θ in (0 : ℝ)..Real.pi, f (Real.cos θ) * chebyshevKernel N x (Real.cos θ) := by
  have hint : ∀ n : ℕ, IntervalIntegrable (fun θ => f (Real.cos θ) * Real.cos (n * θ))
      MeasureTheory.volume 0 Real.pi := fun n =>
    hf.mul_continuousOn (Continuous.continuousOn (by fun_prop))
  let w : ℕ → ℝ := fun n =>
    2 * (1 - (n : ℝ) / N) * (Polynomial.Chebyshev.T ℝ (n : ℤ)).eval x
  -- split the kernel into its Chebyshev components
  have hK : ∀ θ, f (Real.cos θ) * chebyshevKernel N x (Real.cos θ)
      = f (Real.cos θ) * Real.cos ((0 : ℕ) * θ)
        + ∑ n ∈ Ico 1 N, w n * (f (Real.cos θ) * Real.cos (n * θ)) := by
    intro θ
    simp only [chebyshevKernel, Polynomial.Chebyshev.T_real_cos, Int.cast_natCast,
      Nat.cast_zero, zero_mul, Real.cos_zero, mul_add, Finset.mul_sum]
    congr 1
    refine Finset.sum_congr rfl fun n _ => ?_
    simp only [w]
    ring
  have hsum : IntervalIntegrable
      (fun θ => ∑ n ∈ Ico 1 N, w n * (f (Real.cos θ) * Real.cos (n * θ)))
      MeasureTheory.volume 0 Real.pi := by
    have e : (fun θ => ∑ n ∈ Ico 1 N, w n * (f (Real.cos θ) * Real.cos (n * θ)))
        = fun θ => f (Real.cos θ) * ∑ n ∈ Ico 1 N, w n * Real.cos (n * θ) := by
      funext θ
      rw [Finset.mul_sum]
      exact Finset.sum_congr rfl fun n _ => by ring
    rw [e]
    exact hf.mul_continuousOn
      (continuous_finsetSum _ fun n _ => by fun_prop).continuousOn
  simp_rw [hK]
  rw [intervalIntegral.integral_add (hint 0) hsum,
    intervalIntegral.integral_finsetSum (fun n _ => (hint n).const_mul (w n))]
  simp only [dampedExpansion, moment, intervalIntegral.integral_const_mul, mul_add,
    Finset.mul_sum]
  congr 1
  refine Finset.sum_congr rfl fun n _ => ?_
  simp only [w]
  ring

/-- The damped expansion reproduces constant functions exactly. -/
theorem dampedExpansion_const (N : ℕ) (c x : ℝ) : dampedExpansion N (fun _ => c) x = c := by
  have h0 : moment (fun _ => c) 0 = c := by
    simp [moment, Real.pi_ne_zero]
  have hn : ∀ n ∈ Ico 1 N, (1 - (n : ℝ) / N) * moment (fun _ => c) n *
      (Polynomial.Chebyshev.T ℝ (n : ℤ)).eval x = 0 := by
    intro n hn
    have hn0 : (n : ℝ) ≠ 0 := Nat.cast_ne_zero.mpr (by have := Finset.mem_Ico.mp hn; omega)
    have hm : moment (fun _ => c) n = 0 := by
      rw [moment, intervalIntegral.integral_const_mul,
        intervalIntegral.integral_comp_mul_left Real.cos hn0, integral_cos]
      simp [Real.sin_nat_mul_pi]
    rw [hm, mul_zero, zero_mul]
  rw [dampedExpansion, h0, Finset.sum_eq_zero hn, mul_zero, add_zero]

/-- The damped expansion preserves order: if `f ≤ g` on `[-1, 1]`, both integrable in the angle,
then the expansion of `f` lies below that of `g` on `[-1, 1]`. -/
theorem dampedExpansion_mono (N : ℕ) {f g : ℝ → ℝ} {x : ℝ} (hx : x ∈ Set.Icc (-1 : ℝ) 1)
    (hf : IntervalIntegrable (fun θ => f (Real.cos θ)) MeasureTheory.volume 0 Real.pi)
    (hg : IntervalIntegrable (fun θ => g (Real.cos θ)) MeasureTheory.volume 0 Real.pi)
    (hfg : ∀ y ∈ Set.Icc (-1 : ℝ) 1, f y ≤ g y) :
    dampedExpansion N f x ≤ dampedExpansion N g x := by
  have hc : Continuous fun θ => chebyshevKernel N x (Real.cos θ) := by
    simp only [chebyshevKernel, Polynomial.Chebyshev.T_real_cos, Int.cast_natCast]
    exact continuous_const.add (continuous_const.mul
      (continuous_finsetSum _ fun n _ => by fun_prop))
  rw [dampedExpansion_eq_integral N f x hf, dampedExpansion_eq_integral N g x hg]
  refine mul_le_mul_of_nonneg_left ?_ (by positivity)
  refine intervalIntegral.integral_mono_on Real.pi_pos.le
    (hf.mul_continuousOn hc.continuousOn) (hg.mul_continuousOn hc.continuousOn) fun θ _ => ?_
  have hθ : Real.cos θ ∈ Set.Icc (-1 : ℝ) 1 := ⟨Real.neg_one_le_cos θ, Real.cos_le_one θ⟩
  exact mul_le_mul_of_nonneg_right (hfg _ hθ) (chebyshevKernel_nonneg N hx hθ)

/-- If `f`, integrable in the angle, takes values between `a` and `b` on `[-1, 1]`, then so does
its damped Chebyshev expansion. -/
theorem dampedExpansion_mem_Icc (N : ℕ) {f : ℝ → ℝ} {a b x : ℝ} (hx : x ∈ Set.Icc (-1 : ℝ) 1)
    (hf : IntervalIntegrable (fun θ => f (Real.cos θ)) MeasureTheory.volume 0 Real.pi)
    (hab : ∀ y ∈ Set.Icc (-1 : ℝ) 1, f y ∈ Set.Icc a b) :
    dampedExpansion N f x ∈ Set.Icc a b := by
  have hlow := dampedExpansion_mono N (f := fun _ => a) hx
    (continuous_const.intervalIntegrable _ _) hf (fun y hy => (hab y hy).1)
  have hupp := dampedExpansion_mono N (g := fun _ => b) hx hf
    (continuous_const.intervalIntegrable _ _) (fun y hy => (hab y hy).2)
  rw [dampedExpansion_const] at hlow hupp
  exact ⟨hlow, hupp⟩

/-- Without damping, the cosine kernel of any even order `2 m + 2` equals `-1` at `t = π`. -/
theorem undamped_kernel_at_pi (m : ℕ) :
    1 + 2 * ∑ n ∈ Ico 1 (2 * m + 2), Real.cos (n * Real.pi) = -1 := by
  simp_rw [Real.cos_nat_mul_pi]
  induction m with
  | zero =>
    show 1 + 2 * ∑ n ∈ Ico 1 (1 + 1), (-1 : ℝ) ^ n = -1
    rw [Finset.sum_Ico_succ_top le_rfl]
    norm_num
  | succ m ih =>
    -- two consecutive terms cancel
    rw [show 2 * (m + 1) + 2 = 2 * m + 2 + 1 + 1 by ring,
      Finset.sum_Ico_succ_top (by omega), Finset.sum_Ico_succ_top (by omega)]
    linear_combination ih

end

end FejerDamping
```

```lean
#print axioms FejerDamping.dampedExpansion_mem_Icc
#print axioms FejerDamping.undamped_kernel_at_pi
```

```
'FejerDamping.dampedExpansion_mem_Icc' depends on axioms: [propext, Classical.choice, Quot.sound]
'FejerDamping.undamped_kernel_at_pi' depends on axioms: [propext, Classical.choice, Quot.sound]
```

## Energies, coefficients and order in the Lean statements

`fejerKernel N t` is $F_N(t)$, `chebyshevKernel N x y` is $K_N(x,y)$, and `dampedExpansion N f x` is $f_N(x)$. For $N\ge1$, the order `N` counts terms from $n=0$ to $N-1$, so the polynomial degree is at most $N-1$; at $N=0$ the Lean definition still keeps the zeroth term. The set `Ico 1 N` contains the integers $1\le n<N$, and `range N` contains $0\le k<N$. The polynomials are Mathlib's `Polynomial.Chebyshev.T`, evaluated at a real energy.

`moment f n` is $\mu_n$, an expansion coefficient of the occupation function. In the kernel polynomial literature, "moment" often means a trace of $T_n(H)$ instead, where $H$ is the scaled Hamiltonian.

The main result, `dampedExpansion_mem_Icc`, says that if $f$ takes values in $[a,b]$ on $[-1,1]$, then so does its damped expansion. Here `a` and `b` are bounds on the occupation; in `chebyshevKernel_cos` the same letters are angles. Setting $a=0$ and $b=1$ answers your question. The hypothesis `hf` asks only that $f(\cos\theta)$ be integrable over $[0,\pi]$, which admits both Fermi functions and zero-temperature steps.

The hypothesis `hx` places the energy in $[-1,1]$, which in practice means that the spectrum has been scaled correctly. In the example above, $f_2(2)\approx-0.137$ despite the damping.

The identity `fejerKernel_eq_norm_sq` requires `1 ≤ N`: at $N=0$ its left side is 1, while Lean evaluates the right side, $0/0$, as 0. The positivity and bound theorems hold for every natural `N`.

These statements concern a scalar energy. The step to your density matrix is the spectral theorem: for a Hermitian $H$ with spectrum in $[-1,1]$, the eigenvalues of $f_N(H)$ are $f_N$ at the eigenvalues of $H$. In electronic structure, this gives admissible occupations for a fixed one-particle Hamiltonian in a finite orthonormal basis. Quadrature error in the coefficients, sparse-matrix truncation and rounding are not modelled, and nothing is stated about the electron number, idempotency or the rate of convergence.

## From counting phases to bounding occupations

`norm_sq_phase_sum` carries out the induction on real and imaginary parts, as the sum of a squared cosine sum and a squared sine sum. Inside it, `hcross` evaluates the interference of the new phase with the old ones, reversing the sum so that $N-k$ becomes $n$. The step `htri` raises each multiplicity by one. After rewriting with `htri`, a `linear_combination` joins `hcross` to the induction hypothesis and $\sin^2+\cos^2=1$.

`fejerKernel_eq_norm_sq` divides by $N$, and `fejerKernel_nonneg` reads off the sign, treating $N=0$ separately. `chebyshevKernel_cos` applies the product formula term by term. `chebyshevKernel_nonneg` then writes each energy as the cosine of its arccosine.

In `dampedExpansion_eq_integral`, `hK` splits the integrand into Chebyshev components with weights `w n`. The facts `hint` and `hsum` supply the integrability needed to exchange sum and integral. `dampedExpansion_const` evaluates the coefficients of a constant using $\sin(n\pi)=0$.

`dampedExpansion_mono` compares the two integrals pointwise through `intervalIntegral.integral_mono_on`, with the nonnegative kernel as common factor. `dampedExpansion_mem_Icc` applies it twice, once with each constant bound. Finally, `undamped_kernel_at_pi` treats the even orders $2m+2$ by induction on $m$, each step adding two terms that cancel.
